# A flat interface between lossless, non-magnetic media with $e_1>0$ binds a surface plasmon exactly when $e_2<-e_1$

## Why does the formula give me a plasmon on glass?

Squaring the surface-plasmon condition gives me a wavenumber even where no bound wave exists. For air on glass, with permittivities $e_1=1$ and $e_2=2.25$, the formula $k^2=w^2e_1e_2/(e_1+e_2)$ returns a real $k\approx0.83\,w$, where $w$ is the angular frequency and the speed of light is set to 1. When does the formula describe a real surface plasmon, and does the Fresnel reflection coefficient diverge there?

## The signs lost in squaring decide

It does so exactly when $e_2<-e_1$, for non-magnetic media whose permittivities at the frequency $w$ are real, with $e_1>0$. The reflection coefficient for p polarisation then diverges at that $k$. Your glass value has $k<w$, so waves propagate in both media instead of decaying away from the interface; it is the Brewster condition, a zero of that coefficient and not a pole.

Let $z$ be the height above the interface and $q_j=\sqrt{k^2-e_jw^2}$, with $k^2>e_jw^2$ in both media ("beyond both light lines"), so $q_j>0$. The p-polarised magnetic field is $ae^{q_1z}+be^{-q_1z}$ above and $ce^{q_2z}$ below, with incoming, reflected and transmitted amplitudes $a,b,c$. Continuity of $H$ and $H'/e$ gives
$$a+b=c,\qquad e_2q_1(a-b)=e_1q_2c.$$
Eliminating $c$ gives $Db=Na$, with
$$D=e_2q_1+e_1q_2,\qquad N=e_2q_1-e_1q_2.$$
Hence $r=N/D$. A bound wave has $a=0$ and $b\ne0$, so $D=0$; for $e_2\neq0$ this is $q_1/e_1+q_2/e_2=0$.

If $D=0$, then $e_2q_1=-e_1q_2<0$, so $e_2<0$. Squaring gives $e_2^2(k^2-e_1w^2)=e_1^2(k^2-e_2w^2)$, or
$$(e_2-e_1)\,[k^2(e_1+e_2)-w^2e_1e_2]=0.$$
The first factor is non-zero, so $k^2(e_1+e_2)=w^2e_1e_2<0$. This forces $e_1+e_2<0$ and gives the formula.

Conversely, if $e_2<-e_1$ and the formula holds, then
$$k^2-e_jw^2=\frac{w^2e_j^2}{-(e_1+e_2)}>0.$$
The squared relation says $ND=0$. Both terms of $N$ are negative, so $D=0$. The formula's right-hand side is positive, so a $k>0$ exists.

Near this $k_0$, any zero of $D$ obeys the same formula, so $k_0$ is the only one. Since $N(k_0)\neq0$, $|r|\to\infty$.

### Fields and permittivities in Lean

`w` is the angular frequency usually written $\omega$, and `decay` is $q_j$. The `c = 1` in the docstring of `decay` refers to the speed of light; everywhere else `c` is the transmitted amplitude. `Matched` states the two boundary conditions, the second multiplied by $e_1e_2$. `IsSurfacePlasmon` asks for $k$ strictly beyond both light lines and a matched field with $a=0$, $b\neq0$.

`surface_plasmon_exists_iff` states the existence criterion and the formula; `dispersion` gives the equivalence at each $k$. `reflection_diverges` takes the limit over $k\neq k_0$ (`𝓝[≠] k₀`), because Lean's division by zero makes `reflection` equal to 0 at the pole itself.

The media are non-magnetic, local and lossless. The exponential fields and boundary conditions are definitions; their derivation from Maxwell's equations is the step left to physics. Within this lossless, flat-interface model, the formula gives a reference wavenumber for a numerical Maxwell solver.

```lean
import Mathlib

open Filter Topology

namespace SurfacePlasmonPole

noncomputable section

/-- Decay constant normal to the interface, in a medium of permittivity `ε`, of a wave with
frequency `w` and in-plane wavenumber `k` (units `c = 1`), for `k² ≥ ε w²`. -/
def decay (ε w k : ℝ) : ℝ := √(k ^ 2 - ε * w ^ 2)

/-- Magnetic field above the interface, for `k² > e1 w²`: an incoming evanescent wave of amplitude
`a` and a reflected one of amplitude `b`. -/
def upperField (e1 w k a b z : ℝ) : ℝ :=
  a * Real.exp (decay e1 w k * z) + b * Real.exp (-decay e1 w k * z)

/-- Magnetic field below the interface, for `k² > e2 w²`: a transmitted wave of amplitude `c` that
decays downwards. -/
def lowerField (e2 w k c z : ℝ) : ℝ := c * Real.exp (decay e2 w k * z)

/-- Boundary conditions for p polarisation at `z = 0`: the magnetic field is continuous, and so
is its normal derivative divided by the permittivity (written without denominators). -/
def Matched (e1 e2 w k a b c : ℝ) : Prop :=
  upperField e1 w k a b 0 = lowerField e2 w k c 0 ∧
    e2 * deriv (upperField e1 w k a b) 0 = e1 * deriv (lowerField e2 w k c) 0

/-- Numerator of the Fresnel reflection coefficient for p polarisation, for `k² > e1 w²` and
`k² > e2 w²`. -/
def fresnelNum (e1 e2 w k : ℝ) : ℝ := e2 * decay e1 w k - e1 * decay e2 w k

/-- Denominator of the Fresnel reflection coefficient for p polarisation, for `k² > e1 w²` and
`k² > e2 w²`. -/
def fresnelDen (e1 e2 w k : ℝ) : ℝ := e2 * decay e1 w k + e1 * decay e2 w k

/-- Fresnel reflection coefficient for p polarisation, for `k² > e1 w²`, `k² > e2 w²` and non-zero
`fresnelDen`. -/
def reflection (e1 e2 w k : ℝ) : ℝ := fresnelNum e1 e2 w k / fresnelDen e1 e2 w k

/-- A surface plasmon at wavenumber `k`: beyond the light lines of both media, the boundary
conditions have a solution with no incoming wave and a non-zero field. -/
def IsSurfacePlasmon (e1 e2 w k : ℝ) : Prop :=
  e1 * w ^ 2 < k ^ 2 ∧ e2 * w ^ 2 < k ^ 2 ∧ ∃ b c, b ≠ 0 ∧ Matched e1 e2 w k 0 b c

/-- The boundary conditions are two linear relations between the incoming, reflected and
transmitted amplitudes. -/
theorem matched_iff (e1 e2 w k a b c : ℝ) :
    Matched e1 e2 w k a b c ↔
      c = a + b ∧ fresnelDen e1 e2 w k * b = fresnelNum e1 e2 w k * a := by
  have hexp : ∀ s : ℝ, HasDerivAt (fun z : ℝ => Real.exp (s * z)) s 0 := by
    intro s
    have h := ((hasDerivAt_id' (0 : ℝ)).const_mul s).exp
    simpa using h
  have hu : HasDerivAt (upperField e1 w k a b)
      (a * decay e1 w k + b * (-decay e1 w k)) 0 :=
    ((hexp (decay e1 w k)).const_mul a).fun_add ((hexp (-decay e1 w k)).const_mul b)
  have hl : HasDerivAt (lowerField e2 w k c) (c * decay e2 w k) 0 :=
    (hexp (decay e2 w k)).const_mul c
  unfold Matched
  rw [hu.deriv, hl.deriv]
  simp only [upperField, lowerField, fresnelDen, fresnelNum, mul_zero, Real.exp_zero, mul_one]
  constructor
  · rintro ⟨h1, h2⟩
    refine ⟨h1.symm, ?_⟩
    rw [← h1] at h2
    linear_combination -h2
  · rintro ⟨h1, h2⟩
    refine ⟨h1.symm, ?_⟩
    rw [h1]
    linear_combination -h2

/-- Where the Fresnel denominator is non-zero, the reflected amplitude is the reflection
coefficient times the incoming amplitude. -/
theorem reflected_amplitude {e1 e2 w k a b c : ℝ} (hD : fresnelDen e1 e2 w k ≠ 0)
    (h : Matched e1 e2 w k a b c) : b = reflection e1 e2 w k * a := by
  have h2 := ((matched_iff e1 e2 w k a b c).1 h).2
  rw [reflection, div_mul_eq_mul_div, eq_div_iff hD]
  linear_combination h2

/-- A surface plasmon is a zero of the Fresnel denominator beyond both light lines. -/
theorem isSurfacePlasmon_iff_den (e1 e2 w k : ℝ) :
    IsSurfacePlasmon e1 e2 w k ↔
      e1 * w ^ 2 < k ^ 2 ∧ e2 * w ^ 2 < k ^ 2 ∧ fresnelDen e1 e2 w k = 0 := by
  unfold IsSurfacePlasmon
  simp only [matched_iff]
  constructor
  · rintro ⟨l1, l2, b, c, hb, _, h⟩
    exact ⟨l1, l2, (mul_eq_zero.1 (by rw [h, mul_zero])).resolve_right hb⟩
  · rintro ⟨l1, l2, h⟩
    exact ⟨l1, l2, 1, 0 + 1, one_ne_zero, rfl, by rw [h]; ring⟩

/-- For non-zero permittivities, the Fresnel denominator vanishes exactly when the ratios of
decay constant to permittivity in the two media add up to zero. -/
theorem den_eq_zero_iff {e1 e2 : ℝ} (h1 : e1 ≠ 0) (h2 : e2 ≠ 0) (w k : ℝ) :
    fresnelDen e1 e2 w k = 0 ↔ decay e1 w k / e1 + decay e2 w k / e2 = 0 := by
  have h : decay e1 w k / e1 + decay e2 w k / e2 = fresnelDen e1 e2 w k / (e1 * e2) := by
    rw [div_add_div _ _ h1 h2, fresnelDen]
    congr 1
    ring
  rw [h, div_eq_zero_iff]
  exact ⟨Or.inl, fun h => h.resolve_right (mul_ne_zero h1 h2)⟩

/-- Dispersion law: for `e1, w > 0`, the wavenumber `k` carries a surface plasmon exactly when
`e2 < -e1` and `k² = w² e1 e2 / (e1 + e2)`. -/
theorem dispersion {e1 e2 w k : ℝ} (h1 : 0 < e1) (hw : 0 < w) :
    IsSurfacePlasmon e1 e2 w k ↔
      e2 < -e1 ∧ k ^ 2 = w ^ 2 * e1 * e2 / (e1 + e2) := by
  rw [isSurfacePlasmon_iff_den]
  have pos : ∀ ε, ε * w ^ 2 < k ^ 2 → 0 < decay ε w k :=
    fun ε h => Real.sqrt_pos.2 (by linarith)
  have sq : ∀ ε, ε * w ^ 2 < k ^ 2 → decay ε w k ^ 2 = k ^ 2 - ε * w ^ 2 :=
    fun ε h => Real.sq_sqrt (by linarith)
  unfold fresnelDen
  constructor
  · rintro ⟨l1, l2, hD⟩
    have hq := mul_pos h1 (pos e2 l2)
    -- the permittivities must have opposite signs
    have he2 : e2 < 0 := by
      by_contra hn
      have := mul_nonneg (not_lt.1 hn) (pos e1 l1).le
      linarith
    -- squaring the pole condition leaves a factor e2 - e1
    have hs : (e2 - e1) * (k ^ 2 * (e1 + e2) - w ^ 2 * e1 * e2) = 0 := by
      linear_combination (e2 * decay e1 w k - e1 * decay e2 w k) * hD
        - e2 ^ 2 * sq e1 l1 + e1 ^ 2 * sq e2 l2
    have hne : e2 - e1 ≠ 0 := (by linarith : e2 - e1 < 0).ne
    have hk := (mul_eq_zero.1 hs).resolve_left hne
    have hneg : w ^ 2 * e1 * e2 < 0 := mul_neg_of_pos_of_neg (by positivity) he2
    have hsum : e1 + e2 < 0 := by
      by_contra hn
      have := mul_nonneg (sq_nonneg k) (not_lt.1 hn)
      linarith
    refine ⟨by linarith, ?_⟩
    rw [eq_div_iff hsum.ne]
    linarith
  · rintro ⟨he, hk⟩
    have hsum : 0 < -(e1 + e2) := by linarith
    have he2 : e2 < 0 := by linarith
    have he2' : e2 ≠ 0 := he2.ne
    rw [eq_div_iff (by linarith : e1 + e2 < 0).ne] at hk
    -- the dispersion law places k beyond both light lines
    have m1 : 0 < (k ^ 2 - e1 * w ^ 2) * -(e1 + e2) := by
      have h : (k ^ 2 - e1 * w ^ 2) * -(e1 + e2) = (w * e1) ^ 2 := by
        linear_combination -hk
      rw [h]
      positivity
    have m2 : 0 < (k ^ 2 - e2 * w ^ 2) * -(e1 + e2) := by
      have h : (k ^ 2 - e2 * w ^ 2) * -(e1 + e2) = (w * e2) ^ 2 := by
        linear_combination -hk
      rw [h]
      positivity
    have l1 : e1 * w ^ 2 < k ^ 2 := sub_pos.1 ((mul_pos_iff_of_pos_right hsum).1 m1)
    have l2 : e2 * w ^ 2 < k ^ 2 := sub_pos.1 ((mul_pos_iff_of_pos_right hsum).1 m2)
    refine ⟨l1, l2, ?_⟩
    have hprod : (e2 * decay e1 w k + e1 * decay e2 w k) *
        (e2 * decay e1 w k - e1 * decay e2 w k) = 0 := by
      linear_combination e2 ^ 2 * sq e1 l1 - e1 ^ 2 * sq e2 l2 + (e2 - e1) * hk
    have hN : e2 * decay e1 w k - e1 * decay e2 w k < 0 := by
      have := mul_neg_of_neg_of_pos he2 (pos e1 l1)
      have := mul_pos h1 (pos e2 l2)
      linarith
    exact (mul_eq_zero.1 hprod).resolve_right hN.ne

/-- For `e1, w > 0`, the interface carries a surface plasmon at some `k > 0` if and only if
`e2 < -e1`, and every surface plasmon has `k² = w² e1 e2 / (e1 + e2)`. -/
theorem surface_plasmon_exists_iff {e1 e2 w : ℝ} (h1 : 0 < e1) (hw : 0 < w) :
    ((∃ k, 0 < k ∧ IsSurfacePlasmon e1 e2 w k) ↔ e2 < -e1) ∧
      ∀ k, IsSurfacePlasmon e1 e2 w k → k ^ 2 = w ^ 2 * e1 * e2 / (e1 + e2) := by
  refine ⟨⟨?_, fun he => ?_⟩, fun k hk => ((dispersion h1 hw).1 hk).2⟩
  · rintro ⟨k, _, hk⟩
    exact ((dispersion h1 hw).1 hk).1
  · have hpos : 0 < w ^ 2 * e1 * e2 / (e1 + e2) :=
      div_pos_of_neg_of_neg
        (mul_neg_of_pos_of_neg (by positivity) (by linarith)) (by linarith)
    exact ⟨√(w ^ 2 * e1 * e2 / (e1 + e2)), Real.sqrt_pos.2 hpos,
      (dispersion h1 hw).2 ⟨he, Real.sq_sqrt hpos.le⟩⟩

/-- For `e1, w > 0`, the modulus of the Fresnel reflection coefficient tends to infinity as the
wavenumber approaches that of a surface plasmon with `k₀ > 0`. -/
theorem reflection_diverges {e1 e2 w k₀ : ℝ} (h1 : 0 < e1) (hw : 0 < w) (hk₀ : 0 < k₀)
    (hsp : IsSurfacePlasmon e1 e2 w k₀) :
    Tendsto (fun k => |reflection e1 e2 w k|) (𝓝[≠] k₀) atTop := by
  obtain ⟨he, hk⟩ := (dispersion h1 hw).1 hsp
  obtain ⟨l1, l2, hD⟩ := (isSurfacePlasmon_iff_den e1 e2 w k₀).1 hsp
  have cs : ∀ ε, Continuous (fun k => decay ε w k) := fun ε =>
    Real.continuous_sqrt.comp (by fun_prop : Continuous fun k : ℝ => k ^ 2 - ε * w ^ 2)
  have cN : Continuous (fun k => fresnelNum e1 e2 w k) :=
    (continuous_const.mul (cs e1)).sub (continuous_const.mul (cs e2))
  have cD : Continuous (fun k => fresnelDen e1 e2 w k) :=
    (continuous_const.mul (cs e1)).add (continuous_const.mul (cs e2))
  -- the numerator does not vanish at the plasmon
  have hN : fresnelNum e1 e2 w k₀ ≠ 0 := by
    have hp : 0 < decay e1 w k₀ := Real.sqrt_pos.2 (by linarith)
    have hq : 0 < decay e2 w k₀ := Real.sqrt_pos.2 (by linarith)
    have a1 := mul_neg_of_neg_of_pos (by linarith : e2 < 0) hp
    have a2 := mul_pos h1 hq
    unfold fresnelNum
    exact (by linarith : e2 * decay e1 w k₀ - e1 * decay e2 w k₀ < 0).ne
  -- the plasmon is an isolated zero of the denominator
  have a1 : ∀ᶠ k in 𝓝 k₀, 0 < k := lt_mem_nhds hk₀
  have a2 : ∀ᶠ k in 𝓝 k₀, e1 * w ^ 2 < k ^ 2 :=
    (isOpen_lt continuous_const (continuous_pow 2)).mem_nhds l1
  have a3 : ∀ᶠ k in 𝓝 k₀, e2 * w ^ 2 < k ^ 2 :=
    (isOpen_lt continuous_const (continuous_pow 2)).mem_nhds l2
  have ev : ∀ᶠ k in 𝓝[≠] k₀, fresnelDen e1 e2 w k ≠ 0 := by
    filter_upwards [a1.filter_mono nhdsWithin_le_nhds, a2.filter_mono nhdsWithin_le_nhds,
      a3.filter_mono nhdsWithin_le_nhds, self_mem_nhdsWithin] with k p1 p2 p3 hne hz
    have h := ((dispersion h1 hw).1
      ((isSurfacePlasmon_iff_den e1 e2 w k).2 ⟨p2, p3, hz⟩)).2
    exact hne ((sq_eq_sq₀ (le_of_lt p1) hk₀.le).1 (h.trans hk.symm))
  have tN : Tendsto (fun k => |fresnelNum e1 e2 w k|) (𝓝[≠] k₀)
      (𝓝 |fresnelNum e1 e2 w k₀|) :=
    (cN.abs.tendsto k₀).mono_left nhdsWithin_le_nhds
  have tD : Tendsto (fun k => |fresnelDen e1 e2 w k|) (𝓝[≠] k₀) (𝓝 0) := by
    have h := (cD.abs.tendsto k₀).mono_left (nhdsWithin_le_nhds (s := {k₀}ᶜ))
    simpa only [hD, abs_zero] using h
  have tD' : Tendsto (fun k => |fresnelDen e1 e2 w k|) (𝓝[≠] k₀) (𝓝[>] 0) :=
    tendsto_nhdsWithin_iff.2 ⟨tD, ev.mono fun k h => abs_pos.2 h⟩
  refine (tN.pos_mul_atTop (abs_pos.2 hN) (tendsto_inv_nhdsGT_zero.comp tD')).congr
    fun k => ?_
  show |fresnelNum e1 e2 w k| * |fresnelDen e1 e2 w k|⁻¹ =
    |fresnelNum e1 e2 w k / fresnelDen e1 e2 w k|
  rw [abs_div, div_eq_mul_inv]

end

end SurfacePlasmonPole
```

```lean
#print axioms SurfacePlasmonPole.reflected_amplitude
-- 'SurfacePlasmonPole.reflected_amplitude' depends on axioms: [propext, Classical.choice, Quot.sound]
#print axioms SurfacePlasmonPole.den_eq_zero_iff
-- 'SurfacePlasmonPole.den_eq_zero_iff' depends on axioms: [propext, Classical.choice, Quot.sound]
#print axioms SurfacePlasmonPole.surface_plasmon_exists_iff
-- 'SurfacePlasmonPole.surface_plasmon_exists_iff' depends on axioms: [propext, Classical.choice, Quot.sound]
#print axioms SurfacePlasmonPole.reflection_diverges
-- 'SurfacePlasmonPole.reflection_diverges' depends on axioms: [propext, Classical.choice, Quot.sound]
```

### From boundary conditions to the pole

`matched_iff` differentiates the exponentials at $z=0$ and obtains $c=a+b$ and $Db=Na$. `reflected_amplitude` divides by $D$ to identify $r$. `isSurfacePlasmon_iff_den` reduces a bound wave to $D=0$, using $b=c=1$ for the converse, and `den_eq_zero_iff` gives the quotient form.

`dispersion` follows the sign argument in both directions: `m1` and `m2` place $k$ beyond the light lines, and `hN` rules out $N=0$. The existence theorem takes the positive square root. In `reflection_diverges`, `ev` shows that $D$ has no other zero nearby, and a non-zero limit times a diverging inverse gives the result.

### Squaring with `linear_combination`

The step `hs` performs the squaring. `linear_combination` takes known equations with chosen coefficients and leaves a polynomial identity for `ring1` to check. Here $D=0$ is multiplied by $N$, giving $e_2^2q_1^2-e_1^2q_2^2=0$; the equations `sq` then replace each $q_j^2$ by $k^2-e_jw^2$. The square roots enter only as symbols with known squares, so their signs must be supplied separately, by `pos`.

### Complex permittivity for an absorbing metal

The model could have taken $e_2$ complex, with positive imaginary part for absorption when fields vary in time as $e^{-iwt}$. The square roots would then need a chosen branch, and the sign arguments would have to be replaced. The pole would leave the real $k$ axis, so $|r|$ would stay finite at real $k$.
